# Off-diagonal decay of the Green's function of a finite-range chain at an energy in a spectral gap

Let $H$ be the Hermitian Hamiltonian matrix of one particle on an open chain of $N$ sites, and let $E$ be a real energy that is not a level of $H$. The Green's function is $G=(H-E)^{-1}$; many textbooks use $(E-H)^{-1}$, which differs only in sign. The problem is to bound $|G_{ij}|$ by a quantity that falls with the distance $|i-j|$, when $H$ has finite hopping range and levels may lie on both sides of $E$.

## The chain, its levels and the polynomial

```lean
import Mathlib

open Matrix

namespace GapDecay

noncomputable section

variable {𝕜 : Type*} [RCLike 𝕜] {N : ℕ}
```

The symbol `𝕜` stands for either the real or the complex numbers, so both kinds of Hamiltonian are treated at once. Sites are labelled by `Fin N`, that is $0,\dots,N-1$.

```lean
/-- The distance `|i - j|` between two sites of a chain. -/
def sep (i j : Fin N) : ℕ := (((i : ℕ) : ℤ) - ((j : ℕ) : ℤ)).natAbs
```

This is $|i-j|$ as a natural number. For $N\ge1$ the two ends are at distance $N-1$, so a bond that closes a long chain into a ring counts as a long-range hop.

```lean
/-- The matrix couples no two sites further apart than `w`; `w = 1` means tridiagonal. -/
def HasRange (w : ℕ) (A : Matrix (Fin N) (Fin N) 𝕜) : Prop :=
  ∀ i j, w < sep i j → A i j = 0
```

`HasRange w A` says that $A_{ij}=0$ whenever $|i-j|>w$. The number $w$ is an upper limit on the hopping distance and need not be attained.

```lean
/-- The real number `e` is an eigenvalue of `H`. -/
def IsEnergy (H : Matrix (Fin N) (Fin N) 𝕜) (e : ℝ) : Prop :=
  ∃ v : Fin N → 𝕜, v ≠ 0 ∧ H *ᵥ v = (e : 𝕜) • v
```

A real number $e$ is a level of $H$ if $Hv=ev$ for some nonzero vector $v$. The vector need not be normalised.

```lean
/-- The decay factor `q = (b² - g²)/(b² + g²)`, for `g` and `b` not both zero. -/
def decayRate (g b : ℝ) : ℝ := (b ^ 2 - g ^ 2) / (b ^ 2 + g ^ 2)
```

Two lengths on the energy axis enter: $g$ is a lower bound on the distance from $E$ to any level, and $b$ is an upper bound on it. They give $q=(b^2-g^2)/(b^2+g^2)$. Despite the name `decayRate`, $q$ is a dimensionless factor and not an inverse length.

```lean
/-- The scale `s = 2/(b² + g²)`, for `g` and `b` not both zero. -/
def scale (g b : ℝ) : ℝ := 2 / (b ^ 2 + g ^ 2)
```

The constant $s=2/(b^2+g^2)$ has the dimension of an inverse energy squared.

```lean
/-- The residual `R = 1 - s K²`, for `g` and `b` not both zero. -/
def residual (K : Matrix (Fin N) (Fin N) 𝕜) (g b : ℝ) : Matrix (Fin N) (Fin N) 𝕜 :=
  1 - (scale g b : 𝕜) • (K * K)
```

With $K=H-E$ in mind, $R=1-sK^2$. Squaring $K$ sends levels above and below the gap to the same positive interval $[g^2,b^2]$.

```lean
/-- The polynomial `s K (1 + R + ... + R^(n-1))` in `K`, for `g` and `b` not both zero. -/
def gapPoly (K : Matrix (Fin N) (Fin N) 𝕜) (g b : ℝ) (n : ℕ) : Matrix (Fin N) (Fin N) 𝕜 :=
  (scale g b : 𝕜) • (K * ∑ k ∈ Finset.range n, residual K g b ^ k)
```

This is $P_n=sK(1+R+\dots+R^{n-1})$, a polynomial in $K$ that will approximate $K^{-1}$.

```lean
/-- The Green's function `(H - E)⁻¹` at a real energy `E` that is not an eigenvalue of `H`. -/
def green (H : Matrix (Fin N) (Fin N) 𝕜) (E : ℝ) : Matrix (Fin N) (Fin N) 𝕜 :=
  (H - (E : 𝕜) • (1 : Matrix (Fin N) (Fin N) 𝕜))⁻¹
```

`green H E` is $G=(H-E)^{-1}$. Lean assigns a value to the inverse of every matrix, so the final theorems also prove invertibility.

## Size of the factor and range of the polynomial

```lean
/-- For `0 < g ≤ b` the decay factor lies in `[0, 1)`. -/
theorem decayRate_mem {g b : ℝ} (hg : 0 < g) (hgb : g ≤ b) :
    0 ≤ decayRate g b ∧ decayRate g b < 1 := by
  have hp : 0 < b ^ 2 + g ^ 2 := by positivity
  have h2 : g ^ 2 ≤ b ^ 2 := pow_le_pow_left₀ hg.le hgb 2
  refine ⟨div_nonneg (by linarith) hp.le, ?_⟩
  rw [decayRate, div_lt_one hp]
  nlinarith [pow_pos hg 2]
```

If $0<g\le b$, then $b^2-g^2\ge 0$ and $b^2-g^2<b^2+g^2$, hence $0\le q<1$. Powers of $q$ therefore decay.

```lean
/-- The ranges of two matrices add up in their product. -/
theorem HasRange.mul {v w : ℕ} {A B : Matrix (Fin N) (Fin N) 𝕜}
    (hA : HasRange v A) (hB : HasRange w B) : HasRange (v + w) (A * B) := by
  intro i j hij
  rw [Matrix.mul_apply]
  refine Finset.sum_eq_zero fun k _ => ?_
  by_cases h : v < sep i k
  · rw [hA i k h, zero_mul]
  · rw [hB k j (by unfold sep at *; omega), mul_zero]
```

Suppose $A$ has range $v$, $B$ has range $w$, and $|i-j|>v+w$. In
$$(AB)_{ij}=\sum_k A_{ik}B_{kj}$$
every $k$ has $|i-k|>v$ or $|k-j|>w$, by the triangle inequality, so every term vanishes. The proof splits on the first alternative, and `omega` supplies the integer inequality for the second.

```lean
/-- If `K` has range `w`, the polynomial with `m + 1` terms has range `(2m + 1) w`. -/
theorem gapPoly_hasRange {w : ℕ} {K : Matrix (Fin N) (Fin N) 𝕜} (hK : HasRange w K)
    (g b : ℝ) (m : ℕ) : HasRange ((2 * m + 1) * w) (gapPoly K g b (m + 1)) := by
  have hone : ∀ i j : Fin N, 0 < sep i j → (1 : Matrix (Fin N) (Fin N) 𝕜) i j = 0 := by
    intro i j h
    refine Matrix.one_apply_ne ?_
    rintro rfl
    simp [sep] at h
  have hR : HasRange (w + w) (residual K g b) := by
    intro i j h
    rw [residual, Matrix.sub_apply, Matrix.smul_apply, hone i j (by omega),
      hK.mul hK i j h, smul_zero, sub_zero]
  have hpow : ∀ k : ℕ, HasRange (k * (w + w)) (residual K g b ^ k) := by
    intro k
    induction k with
    | zero =>
      intro i j h
      rw [pow_zero]
      exact hone i j (by omega)
    | succ k ih =>
      rw [pow_succ, Nat.succ_mul]
      exact ih.mul hR
  intro i j hij
  rw [gapPoly, Matrix.smul_apply, Finset.mul_sum, Matrix.sum_apply,
    Finset.sum_eq_zero, smul_zero]
  intro k hk
  have hkm : k ≤ m := by have := Finset.mem_range.1 hk; omega
  refine hK.mul (hpow k) i j (lt_of_le_of_lt ?_ hij)
  nlinarith [Nat.mul_le_mul_right w hkm]
```

The identity has range $0$ and $K^2$ has range $2w$, so $R$ has range $2w$. By induction $R^k$ has range $2kw$, and $KR^k$ has range $(2k+1)w$. In $P_{m+1}$ the power $k$ runs from $0$ to $m$, so $P_{m+1}$ has range $(2m+1)w$. The facts `hone`, `hR` and `hpow` are these statements about $1$, $R$ and $R^k$.

## From eigenvalues to matrix entries

```lean
/-- A Hermitian matrix has a unitary frame of eigenvectors with real eigenvalues. -/
theorem exists_eigenframe {K : Matrix (Fin N) (Fin N) 𝕜} (hK : K.IsHermitian) :
    ∃ (U : Matrix (Fin N) (Fin N) 𝕜) (d : Fin N → ℝ), U * Uᴴ = 1 ∧
      K * U = U * diagonal (fun k => (d k : 𝕜)) ∧ ∀ k, IsEnergy K (d k) := by
  obtain ⟨U, d, hU, hs⟩ : ∃ (U : Matrix (Fin N) (Fin N) 𝕜) (d : Fin N → ℝ),
      U * Uᴴ = 1 ∧ K = U * diagonal (fun k => (d k : 𝕜)) * Uᴴ := by
    refine ⟨hK.eigenvectorUnitary, hK.eigenvalues,
      Matrix.mem_unitaryGroup_iff.mp hK.eigenvectorUnitary.2, ?_⟩
    have h := hK.spectral_theorem
    rw [Unitary.conjStarAlgAut_apply] at h
    exact h
  have hU' : Uᴴ * U = 1 := mul_eq_one_comm.mp hU
  have hKU : K * U = U * diagonal (fun k => (d k : 𝕜)) := by
    rw [hs, Matrix.mul_assoc, hU', Matrix.mul_one]
  refine ⟨U, d, hU, hKU, fun k => ⟨fun i => U i k, ?_, ?_⟩⟩
  · intro h0
    have h1 := congrFun (congrFun hU' k) k
    have h2 : ∀ i, U i k = 0 := fun i => congrFun h0 i
    rw [Matrix.mul_apply, Matrix.one_apply_eq] at h1
    simp [h2] at h1
  · ext i
    have h1 := congrFun (congrFun hKU i) k
    rw [Matrix.mul_diagonal] at h1
    exact h1.trans (mul_comm _ _)
```

The spectral theorem gives $K=UDU^\dagger$ with $U$ unitary and $D$ diagonal with real entries $d_k$. Multiplying by $U$ from the right gives $KU=UD$. Read column by column, this says that column $k$ of $U$ is an eigenvector with eigenvalue $d_k$. The column is nonzero because $(U^\dagger U)_{kk}=1$.

```lean
/-- If `M` is diagonal in a unitary frame with eigenvalues of modulus at most `ε`,
then every entry of `M` has modulus at most `ε`. -/
theorem entry_le {U M : Matrix (Fin N) (Fin N) 𝕜} {μ : Fin N → 𝕜} {ε : ℝ}
    (hU : U * Uᴴ = 1) (hM : M * U = U * diagonal μ) (hμ : ∀ k, ‖μ k‖ ≤ ε)
    (i j : Fin N) : ‖M i j‖ ≤ ε := by
  have row : ∀ i, ∑ k, ‖U i k‖ ^ 2 = 1 := by
    intro i
    have h := congrFun (congrFun hU i) i
    rw [Matrix.mul_apply, Matrix.one_apply_eq] at h
    simp only [Matrix.conjTranspose_apply, RCLike.star_def, RCLike.mul_conj] at h
    exact_mod_cast h
  have hM' : M = U * diagonal μ * Uᴴ := by
    rw [← hM, Matrix.mul_assoc, hU, Matrix.mul_one]
  calc ‖M i j‖ = ‖∑ k, U i k * μ k * star (U j k)‖ := by
        rw [hM', Matrix.mul_apply]
        simp only [Matrix.mul_diagonal, Matrix.conjTranspose_apply]
    _ ≤ ∑ k, ε * ((‖U i k‖ ^ 2 + ‖U j k‖ ^ 2) / 2) := by
        refine norm_sum_le_of_le _ fun k _ => ?_
        rw [norm_mul, norm_mul, norm_star, mul_comm ‖U i k‖, mul_assoc]
        exact mul_le_mul (hμ k) (by nlinarith [sq_nonneg (‖U i k‖ - ‖U j k‖)])
          (by positivity) ((norm_nonneg _).trans (hμ k))
    _ = ε := by
        rw [← Finset.mul_sum, ← Finset.sum_div, Finset.sum_add_distrib, row i, row j]
        ring
```

Let $M=U\,\mathrm{diag}(\mu_k)\,U^\dagger$ with $|\mu_k|\le\varepsilon$. Then
$$|M_{ij}|=\Big|\sum_k U_{ik}\,\mu_k\,U_{jk}^*\Big|\le\varepsilon\sum_k|U_{ik}||U_{jk}|\le\varepsilon\sum_k\frac{|U_{ik}|^2+|U_{jk}|^2}{2}=\varepsilon.$$
The last equality holds because the rows of $U$ have norm one, which is the fact `row`. The `calc` block follows the same chain.

```lean
/-- A matrix without the eigenvalue zero is invertible. -/
theorem isUnit_of_not_isEnergy {K : Matrix (Fin N) (Fin N) 𝕜} (h : ¬ IsEnergy K 0) :
    IsUnit K := by
  rw [Matrix.isUnit_iff_isUnit_det, isUnit_iff_ne_zero]
  intro h0
  obtain ⟨v, hv, hKv⟩ := Matrix.exists_mulVec_eq_zero_iff.2 h0
  exact h ⟨v, hv, by simp [hKv]⟩
```

If $K$ were not invertible, its determinant would vanish and some $v\neq0$ would satisfy $Kv=0$. Zero would then be an eigenvalue.

```lean
/-- If `K` is Hermitian with all eigenvalues satisfying `g ≤ |k| ≤ b`, `g > 0`, the polynomial
with `n` terms reproduces every entry of `K⁻¹` to within `q^n / g`. -/
theorem gapPoly_error {K : Matrix (Fin N) (Fin N) 𝕜} {g b : ℝ} (hK : K.IsHermitian)
    (hg : 0 < g) (hgap : ∀ e, IsEnergy K e → g ≤ |e| ∧ |e| ≤ b) (n : ℕ) (i j : Fin N) :
    ‖(K⁻¹ - gapPoly K g b n) i j‖ ≤ decayRate g b ^ n / g := by
  obtain ⟨U, d, hU, hKU, hd⟩ := exists_eigenframe hK
  have hunit : IsUnit K := isUnit_of_not_isEnergy fun h => by
    have := (hgap 0 h).1
    rw [abs_zero] at this
    linarith
  have hinv : K⁻¹ * K = 1 :=
    Matrix.nonsing_inv_mul K ((Matrix.isUnit_iff_isUnit_det K).1 hunit)
  have hd0 : ∀ k, (d k : 𝕜) ≠ 0 := fun k =>
    RCLike.ofReal_ne_zero.2 (abs_pos.1 (hg.trans_le (hgap _ (hd k)).1))
  -- the residual and the inverse are diagonal in the eigenframe
  have hR : residual K g b * U
      = U * diagonal (fun k => ((1 - scale g b * d k ^ 2 : ℝ) : 𝕜)) := by
    rw [residual, Matrix.sub_mul, Matrix.one_mul, Matrix.smul_mul, Matrix.mul_assoc K K U,
      hKU, ← Matrix.mul_assoc, hKU, Matrix.mul_assoc, Matrix.diagonal_mul_diagonal]
    ext i k
    simp only [Matrix.sub_apply, Matrix.smul_apply, Matrix.mul_diagonal, smul_eq_mul]
    push_cast
    ring
  have hRn : residual K g b ^ n * U
      = U * diagonal (fun k => ((1 - scale g b * d k ^ 2 : ℝ) : 𝕜) ^ n) := by
    induction n with
    | zero => simp
    | succ n ih =>
      rw [pow_succ, Matrix.mul_assoc, hR, ← Matrix.mul_assoc, ih, Matrix.mul_assoc,
        Matrix.diagonal_mul_diagonal]
      simp only [pow_succ]
  have hI : K⁻¹ * U = U * diagonal (fun k => (d k : 𝕜)⁻¹) := by
    have h1 : K * (U * diagonal (fun k => (d k : 𝕜)⁻¹)) = U := by
      rw [← Matrix.mul_assoc, hKU, Matrix.mul_assoc, Matrix.diagonal_mul_diagonal]
      ext i k
      simp only [Matrix.mul_diagonal, mul_inv_cancel₀ (hd0 _), mul_one]
    calc K⁻¹ * U = K⁻¹ * (K * (U * diagonal (fun k => (d k : 𝕜)⁻¹))) := by rw [h1]
      _ = _ := by rw [← Matrix.mul_assoc, hinv, Matrix.one_mul]
  -- the geometric sum telescopes
  have hP : K * gapPoly K g b n = 1 - residual K g b ^ n := by
    rw [← mul_neg_geom_sum, gapPoly, Matrix.mul_smul, ← Matrix.mul_assoc, ← Matrix.smul_mul]
    congr 1
    rw [residual, sub_sub_cancel]
  have hE : K⁻¹ - gapPoly K g b n = K⁻¹ * residual K g b ^ n := by
    calc K⁻¹ - gapPoly K g b n = K⁻¹ - K⁻¹ * (K * gapPoly K g b n) := by
          rw [← Matrix.mul_assoc, hinv, Matrix.one_mul]
      _ = _ := by rw [hP, Matrix.mul_sub, Matrix.mul_one, sub_sub_cancel]
  rw [hE]
  refine entry_le (μ := fun k => (d k : 𝕜)⁻¹ * ((1 - scale g b * d k ^ 2 : ℝ) : 𝕜) ^ n)
    hU ?_ (fun k => ?_) i j
  · rw [Matrix.mul_assoc, hRn, ← Matrix.mul_assoc, hI, Matrix.mul_assoc,
      Matrix.diagonal_mul_diagonal]
  · obtain ⟨h1, h2⟩ := hgap _ (hd k)
    have h3 := pow_le_pow_left₀ hg.le h1 2
    have h4 := pow_le_pow_left₀ (abs_nonneg _) h2 2
    rw [sq_abs] at h3 h4
    have hp : 0 < b ^ 2 + g ^ 2 := by positivity
    have hx : |1 - scale g b * d k ^ 2| ≤ decayRate g b := by
      have e : 1 - scale g b * d k ^ 2
          = (b ^ 2 + g ^ 2 - 2 * d k ^ 2) / (b ^ 2 + g ^ 2) := by
        rw [scale, eq_div_iff hp.ne', sub_mul, div_mul_eq_mul_div, div_mul_cancel₀ _ hp.ne']
        ring
      rw [e, decayRate, abs_div, abs_of_pos hp, div_le_div_iff_of_pos_right hp]
      exact abs_le.2 ⟨by linarith, by linarith⟩
    rw [norm_mul, norm_inv, norm_pow, RCLike.norm_ofReal, RCLike.norm_ofReal, div_eq_inv_mul]
    exact mul_le_mul (inv_anti₀ hg h1) (pow_le_pow_left₀ (abs_nonneg _) hx n)
      (by positivity) (by positivity)
```

Let $K$ be Hermitian with $g\le|d_k|\le b$ for all eigenvalues and $g>0$. Zero is not an eigenvalue, so $K^{-1}$ exists. Since $sK^2=1-R$, the geometric sum telescopes:
$$KP_n=(1-R)(1+R+\dots+R^{n-1})=1-R^n.$$
Multiplying by $K^{-1}$ from the left gives
$$K^{-1}-P_n=K^{-1}R^n.$$
This error is diagonal in the eigenframe of $K$, with eigenvalues $d_k^{-1}(1-sd_k^2)^n$. Here
$$1-sd_k^2=\frac{b^2+g^2-2d_k^2}{b^2+g^2}.$$
Because $g^2\le d_k^2\le b^2$, the numerator lies between $-(b^2-g^2)$ and $b^2-g^2$, so $|1-sd_k^2|\le q$. Together with $|d_k^{-1}|\le1/g$, this bounds each eigenvalue of the error by $q^n/g$, and the preceding entry bound carries this over to every entry.

In the code, `hR`, `hRn` and `hI` put $R$, $R^n$ and $K^{-1}$ in diagonal form, `hP` is the telescoping sum, and `hE` is the error formula. `entry_le` then leaves two tasks: the diagonal form of the product and the estimate of its eigenvalues, where `hx` is the bound by $q$.

## Decay at an energy in the gap

```lean
/-- Let `H` be Hermitian with range `w`, and let all its eigenvalues `e` satisfy
`g ≤ |e - E| ≤ b` with `g > 0`. Then `H - E` is invertible and the Green's function between
sites further apart than `(2m + 1) w` is at most `q^(m+1) / g` in modulus. -/
theorem green_decay {H : Matrix (Fin N) (Fin N) 𝕜} {E g b : ℝ} {w m : ℕ}
    (hH : H.IsHermitian) (hw : HasRange w H) (hg : 0 < g)
    (hgap : ∀ e, IsEnergy H e → g ≤ |e - E| ∧ |e - E| ≤ b)
    {i j : Fin N} (hij : (2 * m + 1) * w < sep i j) :
    IsUnit (H - (E : 𝕜) • (1 : Matrix (Fin N) (Fin N) 𝕜)) ∧
      ‖green H E i j‖ ≤ decayRate g b ^ (m + 1) / g := by
  set K := H - (E : 𝕜) • (1 : Matrix (Fin N) (Fin N) 𝕜) with hKdef
  have hK : K.IsHermitian := by
    rw [Matrix.IsHermitian, hKdef, Matrix.conjTranspose_sub, Matrix.conjTranspose_smul,
      Matrix.conjTranspose_one, hH.eq, RCLike.star_def, RCLike.conj_ofReal]
  have hKw : HasRange w K := by
    intro i j h
    have hne : i ≠ j := by
      rintro rfl
      simp [sep] at h
    rw [hKdef, Matrix.sub_apply, Matrix.smul_apply, hw i j h, Matrix.one_apply_ne hne,
      smul_zero, sub_zero]
  -- eigenvalues of `H - E` are those of `H`, measured from `E`
  have hKgap : ∀ e, IsEnergy K e → g ≤ |e| ∧ |e| ≤ b := by
    rintro e ⟨v, hv, h⟩
    rw [hKdef, Matrix.sub_mulVec, Matrix.smul_mulVec, Matrix.one_mulVec] at h
    have h1 := hgap (e + E) ⟨v, hv, by
      rw [RCLike.ofReal_add, add_smul, ← h, sub_add_cancel]⟩
    rwa [add_sub_cancel_right] at h1
  refine ⟨isUnit_of_not_isEnergy fun h => ?_, ?_⟩
  · have := (hKgap 0 h).1
    rw [abs_zero] at this
    linarith
  · have h := gapPoly_error hK hg hKgap (m + 1) i j
    rwa [Matrix.sub_apply, gapPoly_hasRange hKw g b m i j hij, sub_zero] at h
```

The hypotheses say that $H$ is Hermitian with range $w$, that $g>0$, and that every level $e$ satisfies $g\le|e-E|\le b$. The conclusion is that $H-E$ is invertible and
$$|G_{ij}|\le\frac{q^{m+1}}{g}\qquad\text{whenever }|i-j|>(2m+1)w.$$

Set $K=H-E$. The shift is real and changes only the diagonal, so $K$ is Hermitian with range $w$. If $Kv=ev$, then $Hv=(e+E)v$, so the hypothesis on $H$ gives $g\le|e|\le b$. These three points are `hK`, `hKw` and `hKgap`. Beyond distance $(2m+1)w$ the entry of $P_{m+1}$ is zero, so $G_{ij}$ equals the error entry, which is at most $q^{m+1}/g$.

The number $N$ doesn't appear in the bound, so chains of different length that share $g$, $b$ and $w$ share the estimate. It is an upper limit and not the actual decay length: for $g\ll b$ and $w\ge1$ the bound falls over about $w\,b^2/g^2$ sites, whereas Chebyshev polynomials in $K^2$, in place of the geometric sum, would give a bound that falls over about $w\,b/g$ sites. Many linear-scaling electronic-structure methods rely on decay of this type; the theorem supplies it for the Green's function of a finite, non-interacting chain at a real energy, and not for the density matrix. Replacing the Hamiltonian of a real material by a finite matrix with strictly finite range is a separate approximation, whose error the hypotheses don't control.

```lean
/-- Let `K` be real symmetric tridiagonal with all eigenvalues satisfying `g ≤ |k| ≤ b`, `g > 0`.
Then `K` is invertible and `|(K⁻¹)_ij| ≤ q^(m+1) / g` whenever `|i - j| > 2m + 1`. -/
theorem tridiagonal_inverse_decay {K : Matrix (Fin N) (Fin N) ℝ} {g b : ℝ} {m : ℕ}
    (hK : K.IsSymm) (hw : HasRange 1 K) (hg : 0 < g)
    (hgap : ∀ k, IsEnergy K k → g ≤ |k| ∧ |k| ≤ b)
    {i j : Fin N} (hij : 2 * m + 1 < sep i j) :
    IsUnit K ∧ |K⁻¹ i j| ≤ decayRate g b ^ (m + 1) / g := by
  have hH : K.IsHermitian := (Matrix.conjTranspose_eq_transpose_of_trivial K).trans hK
  have h := green_decay (E := 0) (m := m) hH hw hg (by simpa using hgap)
    (i := i) (j := j) (by omega)
  simpa [green] using h

end

end GapDecay
```

This is the case $E=0$, $w=1$ with real entries, where symmetric and Hermitian mean the same. The letter $k$ in the hypothesis is an eigenvalue of $K$, not a wave number. If all eigenvalues satisfy $g\le|k|\le b$ with $g>0$, then $K$ is invertible and
$$|(K^{-1})_{ij}|\le\frac{q^{m+1}}{g}\qquad\text{whenever }|i-j|>2m+1.$$
Taking the largest allowed $m$ at a distance $r=|i-j|\ge2$ gives the exponent $\lfloor r/2\rfloor$, so the bound gains one factor of $q$ for every two sites. The condition $g\le b$ isn't assumed, since any eigenvalue implies it. If $g=b$, then $q=0$ and the inverse is itself tridiagonal, in agreement with $K^2=g^2$ and $K^{-1}=K/g^2$.

```lean
#print axioms GapDecay.decayRate_mem
#print axioms GapDecay.green_decay
#print axioms GapDecay.tridiagonal_inverse_decay
```

```
'GapDecay.decayRate_mem' depends on axioms: [propext, Classical.choice, Quot.sound]
'GapDecay.green_decay' depends on axioms: [propext, Classical.choice, Quot.sound]
'GapDecay.tridiagonal_inverse_decay' depends on axioms: [propext, Classical.choice, Quot.sound]
```
